# When the phase advance is an irrational multiple of π, continuous invariants of the velocity Verlet oscillator depend only on the shadow energy

Let a unit-mass oscillator $\ddot q=-w^2q$ be integrated by velocity Verlet with step $h$, where $h,w>0$ and $hw<2$. If $\arccos(1-h^2w^2/2)/\pi$ is irrational, every continuous function of position $q$ and momentum $p$ that the step conserves is a continuous function of $p^2+w^2(1-h^2w^2/4)q^2$ alone.

The bound $hw<2$ is the stability limit. Irrationality means that no orbit except the rest point closes after finitely many steps. For a harmonic test run of this kind in exact arithmetic, a second continuous conserved quantity therefore carries no information beyond the shadow energy. The result concerns this single oscillator and says nothing about the anharmonic, coupled forces of a molecular simulation.

```lean
import Mathlib

open Real

namespace VerletShadowUniqueness

noncomputable section
```

A phase point is a pair `x` of real numbers, without rounding: `x.1` is $q$ and `x.2` is $p$. The step is the usual half kick, drift, half kick.

```lean
/-- One velocity Verlet step (half kick, drift, half kick) of size `h` for the oscillator
`q'' = -w² q`, acting on the phase point `(q, p)`. -/
def verletStep (h w : ℝ) (x : ℝ × ℝ) : ℝ × ℝ :=
  let pHalf := x.2 - h / 2 * w ^ 2 * x.1
  let qNew := x.1 + h * pHalf
  (qNew, pHalf - h / 2 * w ^ 2 * qNew)
```

The shadow energy is written without the customary factor $1/2$. Even with that factor it is not yet the shadow Hamiltonian, whose exact motion over a time $h$ reproduces the step: the two differ by a further constant factor that depends on $hw$ and tends to $1$ as $hw\to0$. This does not affect which functions are conserved.

```lean
/-- The shadow energy `p² + w² (1 - h² w² / 4) q²`. -/
def shadowEnergy (h w : ℝ) (x : ℝ × ℝ) : ℝ :=
  x.2 ^ 2 + w ^ 2 * (1 - h ^ 2 * w ^ 2 / 4) * x.1 ^ 2
```

Write $\Omega$ for `shadowFreq h w`. It fixes the shape of an ellipse in the phase plane; it is not the oscillation frequency per unit of simulated time.

```lean
/-- The shadow frequency `w √(1 - h² w² / 4)`, meant for `0 < h w < 2`. -/
def shadowFreq (h w : ℝ) : ℝ := w * √(1 - h ^ 2 * w ^ 2 / 4)
```

Write $\theta$ for `stepAngle h w`.

```lean
/-- The phase advance per step, `arccos (1 - h² w² / 2)`, meant for `0 < h w < 2`. -/
def stepAngle (h w : ℝ) : ℝ := arccos (1 - h ^ 2 * w ^ 2 / 2)
```

Write $R_t$ for `ellipseFlow Ω t`, in which $t$ is a phase in radians and not a time.

```lean
/-- Harmonic motion of frequency `Ω ≠ 0` and unit mass, advanced by the phase `t`. -/
def ellipseFlow (Ω t : ℝ) (x : ℝ × ℝ) : ℝ × ℝ :=
  (cos t * x.1 + sin t / Ω * x.2, cos t * x.2 - Ω * sin t * x.1)
```

## (a) A positive shadow frequency

Show that, for $h,w>0$ and $hw<2$,
$$\Omega>0,\qquad \Omega^2=w^2\left(1-\tfrac{h^2w^2}{4}\right).$$

**Solution.** Since $(2-hw)(2+hw)>0$, we have $1-h^2w^2/4>0$. Its square root is positive and squares back to it; multiply by $w$ and $w^2$ respectively. In the code, `hprod` is this product and `nlinarith` draws the conclusion.

```lean
/-- For `h, w > 0` and `h w < 2` the shadow frequency is positive, and its square is the
coefficient of `q²` in the shadow energy. -/
theorem shadowFreq_pos_and_sq {h w : ℝ} (hh : 0 < h) (hw : 0 < w) (hhw : h * w < 2) :
    0 < shadowFreq h w ∧ shadowFreq h w ^ 2 = w ^ 2 * (1 - h ^ 2 * w ^ 2 / 4) := by
  have ha : 0 < h * w := mul_pos hh hw
  have hprod : 0 < (2 - h * w) * (2 + h * w) := mul_pos (by linarith) (by linarith)
  have hs : 0 < 1 - h ^ 2 * w ^ 2 / 4 := by nlinarith
  refine ⟨mul_pos hw (Real.sqrt_pos.mpr hs), ?_⟩
  rw [shadowFreq, mul_pow, Real.sq_sqrt hs.le]
```

## (b) The Verlet step as a motion on an ellipse

Under the same conditions, show that one step sends every $(q,p)$ to
$$R_\theta(q,p).$$

**Solution.** Put $c=1-h^2w^2/2$. Substituting the half-step momentum $p-\tfrac h2w^2q$ gives
$$q'=q+h\left(p-\tfrac h2w^2q\right)=cq+hp,$$
$$p'=p-\tfrac h2w^2(q+q')=cp-hw^2\left(1-\tfrac{h^2w^2}{4}\right)q=cp-h\Omega^2q.$$
Since $-1\le c\le1$, $\cos\theta=c$. Also $1-c^2=h^2w^2(1-h^2w^2/4)=(h\Omega)^2$, and $\sin\theta\ge0$, so $\sin\theta=h\Omega$. Hence $h=\sin\theta/\Omega$ and $h\Omega^2=\Omega\sin\theta$, which are the coefficients in $R_\theta$.

The facts `hcos` and `hsin` record the two trigonometric values, and `linear_combination` compares the coordinates. The numerical oscillation thus has angular frequency $\theta/h$ in simulated time.

```lean
/-- For `h, w > 0` and `h w < 2`, a velocity Verlet step is exact harmonic motion at the
shadow frequency, advanced by the phase `arccos (1 - h² w² / 2)`. -/
theorem verletStep_eq_flow {h w : ℝ} (hh : 0 < h) (hw : 0 < w) (hhw : h * w < 2)
    (x : ℝ × ℝ) :
    verletStep h w x = ellipseFlow (shadowFreq h w) (stepAngle h w) x := by
  obtain ⟨hpos, hsq⟩ := shadowFreq_pos_and_sq hh hw hhw
  have ha : 0 < h * w := mul_pos hh hw
  have hprod : 0 < (2 - h * w) * (2 + h * w) := mul_pos (by linarith) (by linarith)
  have hcos : cos (stepAngle h w) = 1 - h ^ 2 * w ^ 2 / 2 :=
    Real.cos_arccos (by nlinarith) (by nlinarith [sq_nonneg (h * w)])
  have hsin : sin (stepAngle h w) = h * shadowFreq h w := by
    have e : 1 - (1 - h ^ 2 * w ^ 2 / 2) ^ 2 = (h * shadowFreq h w) ^ 2 := by
      rw [mul_pow, hsq]; ring
    rw [stepAngle, Real.sin_arccos, e, Real.sqrt_sq (mul_pos hh hpos).le]
  have hi : shadowFreq h w * (shadowFreq h w)⁻¹ = 1 := mul_inv_cancel₀ hpos.ne'
  apply Prod.ext
  · simp only [verletStep, ellipseFlow, hcos, hsin]
    linear_combination (-h * x.2) * hi
  · simp only [verletStep, ellipseFlow, hcos, hsin]
    linear_combination h * x.1 * hsq
```

## (c) Adding phases

For $\Omega\ne0$, show that
$$R_{s+t}=R_s\circ R_t.$$

**Solution.** The position after $R_t$ and then $R_s$ is
$$\cos s\left(\cos t\,q+\tfrac{\sin t}{\Omega}p\right)+\tfrac{\sin s}{\Omega}\left(\cos t\,p-\Omega\sin t\,q\right)=\cos(s+t)\,q+\tfrac{\sin(s+t)}{\Omega}\,p.$$
The momentum is
$$\cos s\left(\cos t\,p-\Omega\sin t\,q\right)-\Omega\sin s\left(\cos t\,q+\tfrac{\sin t}{\Omega}p\right)=\cos(s+t)\,p-\Omega\sin(s+t)\,q.$$
The code expands the addition formulas and cancels $\Omega\,\Omega^{-1}$ through `hi`.

```lean
/-- Harmonic motions of the same nonzero frequency compose by adding their phases. -/
theorem ellipseFlow_add {Ω : ℝ} (hΩ : Ω ≠ 0) (s t : ℝ) (x : ℝ × ℝ) :
    ellipseFlow Ω (s + t) x = ellipseFlow Ω s (ellipseFlow Ω t x) := by
  have hi : Ω * Ω⁻¹ = 1 := mul_inv_cancel₀ hΩ
  apply Prod.ext
  · simp only [ellipseFlow, Real.cos_add, Real.sin_add]
    linear_combination sin s * sin t * x.1 * hi
  · simp only [ellipseFlow, Real.cos_add, Real.sin_add]
    linear_combination sin s * sin t * x.2 * hi
```

## (d) Reaching a point from the momentum axis

For $\Omega\ne0$ and any $(q,p)$, find a phase $t$ with
$$R_t\left(0,\sqrt{p^2+\Omega^2q^2}\right)=(q,p).$$

**Solution.** Let $r=\sqrt{p^2+\Omega^2q^2}$, the modulus of $p+i\Omega q$, and let $t$ be the argument of that number. Then $r\cos t=p$ and $r\sin t=\Omega q$, so
$$R_t(0,r)=\left(\tfrac{r\sin t}{\Omega},\,r\cos t\right)=(q,p).$$
If $r=0$, any $t$ works. The facts `h1` and `h2` are the two polar relations.

```lean
/-- Harmonic motion of nonzero frequency `Ω` reaches every phase point `(q, p)` from the point
`(0, √(p² + Ω² q²))` on the momentum axis. -/
theorem exists_phase {Ω : ℝ} (hΩ : Ω ≠ 0) (x : ℝ × ℝ) :
    ∃ t, ellipseFlow Ω t (0, √(x.2 ^ 2 + Ω ^ 2 * x.1 ^ 2)) = x := by
  -- the phase is the argument of the complex amplitude `p + i Ω q`
  have hr : √(x.2 ^ 2 + Ω ^ 2 * x.1 ^ 2) = ‖(⟨x.2, Ω * x.1⟩ : ℂ)‖ := by
    rw [← Real.sqrt_sq (norm_nonneg (⟨x.2, Ω * x.1⟩ : ℂ)), Complex.sq_norm,
      Complex.normSq_mk]
    congr 1
    ring
  have h1 := Complex.norm_mul_cos_arg (⟨x.2, Ω * x.1⟩ : ℂ)
  have h2 := Complex.norm_mul_sin_arg (⟨x.2, Ω * x.1⟩ : ℂ)
  have hi : Ω * Ω⁻¹ = 1 := mul_inv_cancel₀ hΩ
  refine ⟨Complex.arg ⟨x.2, Ω * x.1⟩, ?_⟩
  rw [hr]
  apply Prod.ext
  · simp only [ellipseFlow]
    linear_combination Ω⁻¹ * h2 + x.1 * hi
  · simp only [ellipseFlow]
    linear_combination h1
```

## (e) A closed group of phases

Let $S$ be a closed subgroup of $\mathbb R$ containing $2\pi$ and an angle $\theta$, here arbitrary, with $\theta/\pi$ irrational. Show that
$$S=\mathbb R.$$

**Solution.** Let $a$ be the infimum of the positive elements of $S$. If $a=0$, multiples of arbitrarily small elements make $S$ dense, and a closed dense set is all of $\mathbb R$. If $a>0$, then $a\in S$ by closedness, and division with remainder gives $S=a\mathbb Z$. Then $\theta=ma$ and $2\pi=na$ for integers $m$ and $n\ne0$, so $\theta/\pi=2m/n$ is rational, a contradiction.

Mathlib's `dense_or_cyclic` supplies the two cases.

```lean
/-- A closed group of phases that contains a full turn and an angle `θ` with `θ / π` irrational
contains every phase. -/
theorem mem_of_irrational {S : AddSubgroup ℝ} (hS : IsClosed (S : Set ℝ)) {θ : ℝ}
    (hθ : θ ∈ S) (hturn : 2 * π ∈ S) (hirr : Irrational (θ / π)) (t : ℝ) : t ∈ S := by
  rcases S.dense_or_cyclic with hd | ⟨a, ha⟩
  · have huniv := hd.closure_eq
    rw [hS.closure_eq] at huniv
    have ht : t ∈ (S : Set ℝ) := by rw [huniv]; trivial
    exact ht
  · -- in a cyclic group `θ` and `2π` would be commensurable
    rw [ha, AddSubgroup.mem_closure_singleton] at hθ hturn
    obtain ⟨m, hm⟩ := hθ
    obtain ⟨n, hn⟩ := hturn
    rw [zsmul_eq_mul] at hm hn
    have hn0 : (n : ℝ) ≠ 0 := by
      intro h0
      rw [h0, zero_mul] at hn
      linarith [Real.pi_pos]
    refine absurd ⟨(2 * m / n : ℚ), ?_⟩ hirr
    push_cast
    rw [div_eq_div_iff hn0 Real.pi_ne_zero]
    linear_combination (n : ℝ) * hm - (m : ℝ) * hn
```

## (f) From one step to every phase

Return to $\theta$ = `stepAngle h w`, with the conditions of the opening. Let $F$ be continuous and conserved by the step. Show that, for all $t$ and $x$,
$$F(R_t x)=F(x).$$

**Solution.** Let $S$ be the set of phases $s$ with $F(R_sy)=F(y)$ for all $y$. It contains $0$. If $a,b\in S$, part (c) gives
$$F(R_{a+b}y)=F(R_aR_by)=F(R_by)=F(y),$$
$$F(R_{-a}y)=F(R_aR_{-a}y)=F(y).$$
So $S$ is a group. For fixed $y$, $s\mapsto F(R_sy)$ is continuous, so the condition defines a closed set; $S$ is the intersection of these sets. It contains $\theta$ by (b) and $2\pi$ by periodicity. Part (e) finishes the argument.

The values of $F$ lie in `Y`, which may be $\mathbb R$ or any other Hausdorff space (`T2Space`); that property makes the equality sets closed.

```lean
/-- Let `h, w > 0`, `h w < 2` and `arccos (1 - h² w² / 2) / π` be irrational. A continuous function
into a Hausdorff space that is conserved by the Verlet step is also conserved by harmonic motion at
the shadow frequency through any phase. -/
theorem conserved_by_flow {Y : Type*} [TopologicalSpace Y] [T2Space Y] {h w : ℝ}
    (hh : 0 < h) (hw : 0 < w) (hhw : h * w < 2) (hirr : Irrational (stepAngle h w / π))
    {F : ℝ × ℝ → Y} (hF : Continuous F) (hcons : ∀ x, F (verletStep h w x) = F x)
    (t : ℝ) (x : ℝ × ℝ) : F (ellipseFlow (shadowFreq h w) t x) = F x := by
  have hΩ := (shadowFreq_pos_and_sq hh hw hhw).1.ne'
  have hzero : ∀ y, ellipseFlow (shadowFreq h w) 0 y = y := fun y => by simp [ellipseFlow]
  -- the phases that conserve `F` form a group
  let S : AddSubgroup ℝ :=
    { carrier := {s | ∀ y, F (ellipseFlow (shadowFreq h w) s y) = F y}
      add_mem' := fun {a b} ha hb y => by rw [ellipseFlow_add hΩ, ha, hb]
      zero_mem' := fun y => by rw [hzero]
      neg_mem' := fun {a} ha y => by
        rw [← ha (ellipseFlow (shadowFreq h w) (-a) y), ← ellipseFlow_add hΩ,
          add_neg_cancel, hzero] }
  have hS : IsClosed (S : Set ℝ) := by
    change IsClosed {s | ∀ y, F (ellipseFlow (shadowFreq h w) s y) = F y}
    rw [Set.ofPred_forall]
    refine isClosed_iInter fun y => isClosed_eq (hF.comp ?_) continuous_const
    unfold ellipseFlow
    fun_prop
  have hθ : stepAngle h w ∈ S := fun y => by
    rw [← verletStep_eq_flow hh hw hhw, hcons]
  have hturn : 2 * π ∈ S := fun y => by simp [ellipseFlow]
  exact mem_of_irrational hS hθ hturn hirr t x
```

## (g) Every continuous invariant

Write $E(x)$ for `shadowEnergy h w x`. Under the conditions of (f), find a continuous $g$ with
$$F(x)=g(E(x))\quad\text{for all }x.$$

**Solution.** Take $g(E)=F(0,\sqrt E)$. By (a), $E(x)=p^2+\Omega^2q^2$, so (d) gives a phase $t$ with $x=R_t(0,\sqrt{E(x)})$. By (f), $F(x)=F(0,\sqrt{E(x)})=g(E(x))$. Lean sets $\sqrt E=0$ for $E<0$, so $g$ is continuous on all of $\mathbb R$.

In the code, `hcons` is conservation under one step, and `key` is (f) applied at the point on the momentum axis. The function $g$ may depend on $h$ and $w$. The converse, that $E$ is itself conserved, is a short calculation from (b) and is left to the reader.

```lean
/-- Uniqueness of the shadow energy: for `h, w > 0`, `h w < 2` and `arccos (1 - h² w² / 2) / π`
irrational, every continuous function from the phase plane to a Hausdorff space that is conserved by
the velocity Verlet step is a continuous function of the shadow energy alone. -/
theorem conserved_eq_function_of_shadowEnergy {Y : Type*} [TopologicalSpace Y] [T2Space Y]
    {h w : ℝ} (hh : 0 < h) (hw : 0 < w) (hhw : h * w < 2)
    (hirr : Irrational (arccos (1 - h ^ 2 * w ^ 2 / 2) / π))
    {F : ℝ × ℝ → Y} (hF : Continuous F) (hcons : ∀ x, F (verletStep h w x) = F x) :
    ∃ g : ℝ → Y, Continuous g ∧ ∀ x, F x = g (shadowEnergy h w x) := by
  obtain ⟨hpos, hsq⟩ := shadowFreq_pos_and_sq hh hw hhw
  -- read off `g` on the positive momentum axis
  refine ⟨fun E => F (0, √E), hF.comp (by fun_prop), fun x => ?_⟩
  obtain ⟨t, ht⟩ := exists_phase hpos.ne' x
  have key := conserved_by_flow hh hw hhw hirr hF hcons t
    (0, √(x.2 ^ 2 + shadowFreq h w ^ 2 * x.1 ^ 2))
  rw [ht, hsq] at key
  exact key
```

## (h) Step sizes that qualify

For each $w>0$, show that $h=2\sin(1/2)/w$ satisfies
$$h>0,\qquad hw<2,\qquad \frac{\arccos(1-h^2w^2/2)}{\pi}\notin\mathbb Q.$$

**Solution.** Since $0<\sin(1/2)<1/2$, we have $h>0$ and $hw=2\sin(1/2)<1$. Moreover,
$$1-\tfrac{h^2w^2}{2}=1-2\sin^2\tfrac12=\cos1.$$
As $0\le1\le\pi$, the arccosine is $1$, and $1/\pi$ is irrational because $\pi$ is. The code proves the cosine identity as `hcos` and ends with `irrational_pi.inv`.

```lean
/-- For every `w > 0` the step size `h = 2 sin (1/2) / w` is positive, satisfies `h w < 2`, and
has `arccos (1 - h² w² / 2) / π` irrational. -/
theorem irrational_step_witness {w : ℝ} (hw : 0 < w) :
    0 < 2 * sin (1 / 2) / w ∧ 2 * sin (1 / 2) / w * w < 2 ∧
      Irrational (arccos (1 - (2 * sin (1 / 2) / w) ^ 2 * w ^ 2 / 2) / π) := by
  have hpi := Real.pi_gt_three
  have hs : 0 < sin (1 / 2) := Real.sin_pos_of_pos_of_lt_pi (by norm_num) (by linarith)
  have hs1 : sin (1 / 2) < 1 / 2 := Real.sin_lt (by norm_num)
  have hc : 2 * sin (1 / 2) / w * w = 2 * sin (1 / 2) := div_mul_cancel₀ _ hw.ne'
  refine ⟨by positivity, by rw [hc]; linarith, ?_⟩
  -- the phase advance is exactly one radian
  have hcos : 1 - (2 * sin (1 / 2)) ^ 2 / 2 = cos 1 := by
    have h2 := Real.cos_two_mul (1 / 2)
    rw [show (2 : ℝ) * (1 / 2) = 1 by norm_num] at h2
    linear_combination -h2 - 2 * Real.sin_sq_add_cos_sq (1 / 2)
  rw [← mul_pow, hc, hcos, Real.arccos_cos (by norm_num) (by linarith), one_div]
  exact irrational_pi.inv

end

end VerletShadowUniqueness
```

```lean
#print axioms VerletShadowUniqueness.conserved_eq_function_of_shadowEnergy
-- 'VerletShadowUniqueness.conserved_eq_function_of_shadowEnergy' depends on axioms: [propext, Classical.choice, Quot.sound]
```
